# Ladder steps between solutions of the polar equation with m and m − 1

The energy eigenfunctions of a particle that moves freely on a sphere, and the angular factors of those of an electron in a central potential, can be chosen in the form \(f(t)\,e^{im\varphi}\), where \(t\) is the polar angle and \(\varphi\) the azimuth. If such a function is an eigenfunction of the squared angular momentum with eigenvalue \(\hbar^2c\), its polar factor \(f\) satisfies

\[
-f''-\cot(t)\,f'+\frac{m^2}{\sin^2 t}\,f=c\,f ,\qquad 0<t<\pi .
\]

The number \(m\) enters as a parameter of the equation, so each value of \(m^2\) has a differential equation of its own. Yet the states of one subshell, such as the five d states, share the same \(c\). How does one pass from a solution for \(m\) to a solution for \(m-1\) without solving a new equation?

## One derivative lowers m

Let \(m\) and \(c\) be real, let \(f\) be a twice differentiable solution on \((0,\pi)\), and put

\[
g=f'+m\cot(t)\,f .
\]

Then \(g\) solves the polar equation with \(m-1\) in place of \(m\) and the same \(c\), and

\[
-g'+(m-1)\cot(t)\,g=\lambda f,\qquad \lambda=c-m(m-1).
\]

The second statement comes first in the derivation. Since \((\cot t)'=-1/\sin^2t\),

\[
g'=f''+m\cot(t)\,f'-\frac{m}{\sin^2t}\,f .
\]

The polar equation gives \(f''=-\cot(t)f'+m^2f/\sin^2t-cf\), and so

\[
g'=(m-1)\cot(t)\,f'+\frac{m(m-1)}{\sin^2t}\,f-cf .
\]

With \(1/\sin^2t=1+\cot^2t\) this becomes

\[
g'=(m-1)\cot(t)\,\bigl[f'+m\cot(t)f\bigr]-\bigl[c-m(m-1)\bigr]f=(m-1)\cot(t)\,g-\lambda f ,
\]

which is the stated relation, rearranged.

The right-hand side contains only \(g\), \(f\) and the cotangent, all of which are differentiable. Hence \(g'\) is differentiable too, and no third derivative of \(f\) has to be assumed. Differentiating once more,

\[
g''=-\frac{m-1}{\sin^2t}\,g+(m-1)\cot(t)\,g'-\lambda f' .
\]

Insert this into the left side of the equation for \(m-1\) and collect terms:

\[
-g''-\cot(t)g'+\frac{(m-1)^2}{\sin^2t}g
=\frac{m(m-1)}{\sin^2t}\,g-m\cot(t)\,g'+\lambda f' .
\]

Now replace \(g'\) by its first-order expression. The right side turns into

\[
m(m-1)\Bigl[\frac1{\sin^2t}-\cot^2t\Bigr]g+\lambda\bigl[f'+m\cot(t)f\bigr]
=m(m-1)\,g+\lambda g=c\,g .
\]

This is the polar equation for \(m-1\).

In operator language, with \(L_\pm=L_x\pm iL_y\), the lowering operator \(L_-\) turns \(f e^{im\varphi}\) into \(-\hbar\, g\, e^{i(m-1)\varphi}\), and \(L_+\) is the corresponding raising operator. The factor \(\lambda\) is therefore the familiar \(l(l+1)-m(m-1)\) when \(c=l(l+1)\). For a single particle in a central field, this is how one angular function of a subshell generates its neighbours.

## The equation and its two ladder maps

The formal development works with Mathlib's real sine, cosine and derivative.

In Lean 4 with Mathlib:

```lean
import Mathlib

open Real Set

namespace PolarLadder

noncomputable section
```

The polar equation becomes a property of the triple \(m\), \(c\), \(f\).

```lean
/-- The polar equation `-f'' - cot(t) f' + m² f / sin(t)² = c f` on the open interval `(0, π)`,
for a twice differentiable function `f` and real `m` and `c`. -/
def PolarSolution (m c : ℝ) (f : ℝ → ℝ) : Prop :=
  ∀ t ∈ Ioo 0 π, DifferentiableAt ℝ f t ∧ DifferentiableAt ℝ (deriv f) t ∧
    -deriv (deriv f) t - cos t / sin t * deriv f t + m ^ 2 * f t / sin t ^ 2 = c * f t
```

In words, `PolarSolution m c f` says that at every point of the open interval both \(f\) and \(f'\) are differentiable and the equation holds. The variable `t` is the polar angle in radians, `cos t / sin t` is the cotangent, and `c` is the eigenvalue of the squared angular momentum in units of \(\hbar^2\). The two differentiability clauses carry real content, because `deriv` returns zero where a function has no derivative.

Several physical requirements are absent from this definition. The poles \(t=0\) and \(t=\pi\) are excluded, and nothing is demanded of \(f\) as they are approached, neither boundedness nor square integrability. Nor does \(m\) have to be an integer, as single-valuedness in \(\varphi\) would require. Consequently \(c\) may be any real number, and the quantisation \(c=l(l+1)\) is not derived. The functions are real, unnormalised and possibly identically zero.

```lean
/-- The lowering map `f ↦ f' + m cot(t) f`, meant for `t` in `(0, π)`. -/
def lower (m : ℝ) (f : ℝ → ℝ) (t : ℝ) : ℝ :=
  deriv f t + m * (cos t / sin t) * f t

/-- The raising map `f ↦ -f' + m cot(t) f`, meant for `t` in `(0, π)`. -/
def raise (m : ℝ) (f : ℝ → ℝ) (t : ℝ) : ℝ :=
  -deriv f t + m * (cos t / sin t) * f t
```

These are the polar parts of \(L_-\) and \(L_+\), each divided by \(-\hbar\) and stripped of its azimuthal phase. The argument `m` is the value that belongs to the function being acted on. This is why the return step from \(g\) is `raise (m - 1)` and not `raise m`.

```lean
/-- The function reached from `f` by `k` lowering steps that start at `m`,
meant for arguments in `(0, π)`. -/
def lowerSteps (m : ℝ) (f : ℝ → ℝ) : ℕ → ℝ → ℝ
  | 0 => f
  | k + 1 => lower (m - k) (lowerSteps m f k)
```

Repeated lowering has to update that value at each step. The first step uses \(m\), the next \(m-1\), and the step numbered \(k+1\) uses \(m-k\).

## The first-order relation and the ladder theorem

The derivative of the cotangent follows from the quotient rule and \(\sin^2t+\cos^2t=1\).

```lean
/-- The derivative of the cotangent is `-1 / sin(t)²` wherever the sine does not vanish. -/
theorem hasDerivAt_cos_div_sin {t : ℝ} (hs : sin t ≠ 0) :
    HasDerivAt (fun x => cos x / sin x) (-1 / sin t ^ 2) t := by
  refine ((hasDerivAt_cos t).fun_div (hasDerivAt_sin t) hs).congr_deriv ?_
  congr 1
  linear_combination -(sin_sq_add_cos_sq t)
```

The next theorem is the relation \(g'=(m-1)\cot(t)g-\lambda f\). It is stated with `HasDerivAt`, so it says both that \(g\) is differentiable at \(t\) and what its derivative is.

```lean
/-- For a solution `f` of the polar equation, the lowered function `g` obeys the first-order
relation `g' = (m-1) cot(t) g - (c - m(m-1)) f` on `(0, π)`. -/
theorem hasDerivAt_lower {m c : ℝ} {f : ℝ → ℝ} (h : PolarSolution m c f)
    {t : ℝ} (ht : t ∈ Ioo 0 π) :
    HasDerivAt (lower m f)
      ((m - 1) * (cos t / sin t) * lower m f t - (c - m * (m - 1)) * f t) t := by
  obtain ⟨h1, h2, h3⟩ := h t ht
  have hs : sin t ≠ 0 := (sin_pos_of_mem_Ioo ht).ne'
  have hcot : 1 / sin t ^ 2 = 1 + (cos t / sin t) ^ 2 := by
    field_simp
    linarith [sin_sq_add_cos_sq t]
  refine (h2.hasDerivAt.fun_add
    (((hasDerivAt_cos_div_sin hs).const_mul m).fun_mul h1.hasDerivAt)).congr_deriv ?_
  -- the polar equation eliminates the second derivative
  unfold lower
  linear_combination -h3 + m * (m - 1) * f t * hcot
```

The proof first notes that the sine is positive on the interval and records \(1/\sin^2t=1+\cot^2t\) as `hcot`. Differentiating the definition of \(g\) by the sum and product rules leaves an algebraic identity in \(f\), \(f'\) and \(f''\). The closing `linear_combination` proves it from two ingredients, exactly as by hand: the polar equation `h3`, which removes \(f''\), and `hcot` multiplied by \(m(m-1)f\), which removes \(1/\sin^2t\).

```lean
/-- Ladder theorem: lowering a solution of the polar equation gives a solution with `m - 1` and the
same `c`, and raising it again returns `(c - m(m-1)) f` on `(0, π)`. -/
theorem polar_ladder {m c : ℝ} {f : ℝ → ℝ} (h : PolarSolution m c f) :
    PolarSolution (m - 1) c (lower m f) ∧
      ∀ t ∈ Ioo 0 π, raise (m - 1) (lower m f) t = (c - m * (m - 1)) * f t := by
  constructor
  · intro t ht
    have hs : sin t ≠ 0 := (sin_pos_of_mem_Ioo ht).ne'
    have hcot : 1 / sin t ^ 2 = 1 + (cos t / sin t) ^ 2 := by
      field_simp
      linarith [sin_sq_add_cos_sq t]
    have hg := hasDerivAt_lower h ht
    have hdef : lower m f t = deriv f t + m * (cos t / sin t) * f t := rfl
    -- the first-order relation holds near t, so it can be differentiated
    have heq : deriv (lower m f) =ᶠ[nhds t] fun x =>
        (m - 1) * (cos x / sin x) * lower m f x - (c - m * (m - 1)) * f x := by
      filter_upwards [isOpen_Ioo.mem_nhds ht] with x hx
      exact (hasDerivAt_lower h hx).deriv
    have hD := ((((hasDerivAt_cos_div_sin hs).const_mul (m - 1)).fun_mul hg).fun_sub
      ((h t ht).1.hasDerivAt.const_mul (c - m * (m - 1)))).congr_of_eventuallyEq heq
    refine ⟨hg.differentiableAt, hD.differentiableAt, ?_⟩
    rw [hD.deriv, hg.deriv]
    linear_combination m * (m - 1) * lower m f t * hcot - (c - m * (m - 1)) * hdef
  · intro t ht
    rw [raise, (hasDerivAt_lower h ht).deriv]
    ring
```

The theorem `polar_ladder` has two conclusions: the lowered function is a solution for \(m-1\), and raising it again returns \(\lambda f\) at every point of the interval. The second follows at once from the first-order relation.

The first conclusion needs a second differentiation. To differentiate a formula for \(g'\) at \(t\), one must know the formula in a neighbourhood of \(t\), not just at \(t\) itself. The statement `heq` supplies this: the interval is open, and the relation holds throughout it. From there `hD` gives \(g''\), together with the differentiability of \(g'\). The last line carries out the final substitution of the derivation, with `hcot` replacing \(1/\sin^2t-\cot^2t\) by 1 and `hdef` recognising \(f'+m\cot(t)f\) as \(g\).

## Raising by reflection

Only \(m^2\) appears in the polar equation, so a solution for \(m\) is also a solution for \(-m\).

```lean
/-- The polar equation is unchanged when `m` is replaced by `-m`. -/
theorem PolarSolution.reflect {m c : ℝ} {f : ℝ → ℝ} (h : PolarSolution m c f) :
    PolarSolution (-m) c f := by
  intro t ht
  obtain ⟨h1, h2, h3⟩ := h t ht
  exact ⟨h1, h2, by rw [neg_sq]; exact h3⟩
```

This symmetry yields the upward step without a second calculation.

```lean
/-- Raising a solution of the polar equation gives a solution with `m + 1` and the same `c`, and
lowering it again returns `(c - m(m+1)) f` on `(0, π)`. -/
theorem polar_ladder_up {m c : ℝ} {f : ℝ → ℝ} (h : PolarSolution m c f) :
    PolarSolution (m + 1) c (raise m f) ∧
      ∀ t ∈ Ioo 0 π, lower (m + 1) (raise m f) t = (c - m * (m + 1)) * f t := by
  -- raising at m is minus lowering at -m
  have hr : raise m f = fun t => -lower (-m) f t := by
    funext t
    unfold raise lower
    ring
  have hd : deriv (fun t => -lower (-m) f t) = fun t => -deriv (lower (-m) f) t := by
    funext t
    simp
  constructor
  · have h' := (polar_ladder h.reflect).1.reflect
    have e : -(-m - 1) = m + 1 := by ring
    rw [e] at h'
    intro t ht
    obtain ⟨h1, h2, h3⟩ := h' t ht
    rw [hr, hd]
    refine ⟨h1.hasDerivAt.fun_neg.differentiableAt, h2.hasDerivAt.fun_neg.differentiableAt, ?_⟩
    rw [h2.hasDerivAt.fun_neg.deriv]
    linear_combination -h3
  · intro t ht
    rw [lower, hr, hd]
    linear_combination -(hasDerivAt_lower h.reflect ht).deriv
```

The key is the identity

\[
-f'+m\cot(t)f=-\bigl[f'+(-m)\cot(t)f\bigr],
\]

so raising at \(m\) is minus lowering at \(-m\). Read \(f\) as a solution for \(-m\) and lower it; the result solves the equation for \(-m-1\), and by reflection for \(m+1\). The overall minus sign does no harm, since the equation is linear. The factor becomes \(c-(-m)(-m-1)=c-m(m+1)\), as expected for \(L_-L_+\).

## Repeated steps and the end of the ladder

Since lowering turns solutions into solutions, it can be repeated.

```lean
/-- After `k` lowering steps a solution of the polar equation with `m` has become a solution with
`m - k` and the same `c`. -/
theorem lowerSteps_solution {m c : ℝ} {f : ℝ → ℝ} (h : PolarSolution m c f) (k : ℕ) :
    PolarSolution (m - k) c (lowerSteps m f k) := by
  induction k with
  | zero => simpa [lowerSteps] using h
  | succ k ih =>
    have e : m - ((k + 1 : ℕ) : ℝ) = m - k - 1 := by
      push_cast
      ring
    rw [e]
    exact (polar_ladder ih).1
```

The proof is an induction on the number of steps, with `polar_ladder` as the induction step. For \(k=0\) the statement returns \(f\) itself. The theorem does not promise that the result is nonzero: once a step produces the zero function, all later functions vanish on the interval as well, and the zero function solves the equation for every \(m\) and \(c\).

If a nonzero solution is annihilated, however, the eigenvalue is fixed.

```lean
/-- If lowering annihilates a solution of the polar equation that is nonzero somewhere on
`(0, π)`, then `c = m(m-1)`. -/
theorem eq_of_lower_eq_zero {m c : ℝ} {f : ℝ → ℝ} (h : PolarSolution m c f)
    (hz : ∀ t ∈ Ioo 0 π, lower m f t = 0) (hf : ∃ t ∈ Ioo 0 π, f t ≠ 0) :
    c = m * (m - 1) := by
  obtain ⟨t, ht, hft⟩ := hf
  have heq : lower m f =ᶠ[nhds t] fun _ => (0 : ℝ) := by
    filter_upwards [isOpen_Ioo.mem_nhds ht] with x hx
    exact hz x hx
  have h0 := (hasDerivAt_lower h ht).unique
    ((hasDerivAt_const t (0 : ℝ)).congr_of_eventuallyEq heq)
  rw [hz t ht] at h0
  have h1 : (c - m * (m - 1)) * f t = 0 := by linear_combination -h0
  exact sub_eq_zero.mp ((mul_eq_zero.mp h1).resolve_right hft)
```

The hypothesis `hz` says that \(g\) vanishes on the whole interval, and `hf` that \(f\) is nonzero at some point of it. Near that point \(g\) is constantly zero, so \(g'=0\) there. The first-order relation then reduces to \(\lambda f(t)=0\), and division by \(f(t)\neq0\) gives \(c=m(m-1)\). For a ladder that ends at \(m=-l\) this reads \(c=l(l+1)\). That the ladder ends at all is a hypothesis here; in the physical problem it comes from the requirement that the wave functions be regular at the poles. Square integrability of the starting function alone would not be enough, as the example with the logarithm below shows.

The same argument applied to the reflected solution settles the upper end: if raising annihilates a nonzero solution, then \(c=m(m+1)\).

The smallest case, \(m=0\) and \(c=0\), shows what the behaviour at the poles contributes. The constant function 1 is a solution, the angular part of an s state, and lowering annihilates it. But \(\ln\tan(t/2)\) solves the same equation on the open interval, and lowering turns it into \(1/\sin t\), which is not zero. Thus \(c=m(m-1)\) alone does not force the ladder to stop. The second solution diverges at both poles, and regularity there is what excludes it.

## A step within a d subshell

The function \(\sin t\cos t\) is, up to normalisation, the polar factor of the spherical harmonic with \(l=2\) and \(m=1\), so \(c=6\).

```lean
/-- The function `sin t cos t` solves the polar equation with `m = 1` and `c = 6`, and lowering
turns it into `3 cos(t)² - 1` on `(0, π)`. -/
theorem polar_ladder_witness :
    PolarSolution 1 6 (fun t => sin t * cos t) ∧
      ∀ t ∈ Ioo 0 π, lower 1 (fun t => sin t * cos t) t = 3 * cos t ^ 2 - 1 := by
  have e1 : deriv (fun t => sin t * cos t) = fun t => cos t * cos t - sin t * sin t := by
    funext t
    rw [((hasDerivAt_sin t).fun_mul (hasDerivAt_cos t)).deriv]
    ring
  constructor
  · intro t ht
    have hs : sin t ≠ 0 := (sin_pos_of_mem_Ioo ht).ne'
    have hq : cos t / sin t * sin t = cos t := div_mul_cancel₀ _ hs
    have e2 : HasDerivAt (fun t => cos t * cos t - sin t * sin t) (-4 * (sin t * cos t)) t :=
      (((hasDerivAt_cos t).fun_mul (hasDerivAt_cos t)).fun_sub
        ((hasDerivAt_sin t).fun_mul (hasDerivAt_sin t))).congr_deriv (by ring)
    have k1 : cos t / sin t * (cos t * cos t - sin t * sin t)
        = cos t / sin t - 2 * (sin t * cos t) := by
      linear_combination cos t / sin t * sin_sq_add_cos_sq t - 2 * sin t * hq
    have k2 : (1 : ℝ) ^ 2 * (sin t * cos t) / sin t ^ 2 = cos t / sin t := by
      field_simp
    refine ⟨((hasDerivAt_sin t).fun_mul (hasDerivAt_cos t)).differentiableAt, ?_, ?_⟩
    · rw [e1]
      exact e2.differentiableAt
    · rw [e1, e2.deriv]
      linear_combination k2 - k1
  · intro t ht
    have hq : cos t / sin t * sin t = cos t :=
      div_mul_cancel₀ _ (sin_pos_of_mem_Ioo ht).ne'
    rw [lower, e1]
    linear_combination cos t * hq - sin_sq_add_cos_sq t

end

end PolarLadder
```

The first part verifies the polar equation. From \(f'=\cos^2t-\sin^2t\) and \(f''=-4\sin t\cos t\), the three terms on the left add up to \(6\sin t\cos t\). The second part computes

\[
g=\cos^2t-\sin^2t+\cot(t)\sin t\cos t=2\cos^2t-\sin^2t=3\cos^2t-1 ,
\]

the unnormalised polar factor for \(m=0\), known from the \(d_{z^2}\) orbital. Raising it again gives \(-g'=6\sin t\cos t\), in agreement with \(\lambda=6-1\cdot0=6\).

```lean
#print axioms PolarLadder.polar_ladder_up
#print axioms PolarLadder.lowerSteps_solution
#print axioms PolarLadder.eq_of_lower_eq_zero
```

```
'PolarLadder.polar_ladder_up' depends on axioms: [propext, Classical.choice, Quot.sound]
'PolarLadder.lowerSteps_solution' depends on axioms: [propext, Classical.choice, Quot.sound]
'PolarLadder.eq_of_lower_eq_zero' depends on axioms: [propext, Classical.choice, Quot.sound]
```
